# Nearest-neighbour adsorption on a ring of N ≥ 3 identical sites: the grand partition function is the sum of the N-th powers of two transfer-matrix eigenvalues

The coverage of a ring of adsorption sites at a given temperature and chemical potential can be obtained by differentiating the logarithm of the grand partition function. Direct enumeration takes 2^N terms. When all sites are identical and only adjacent particles interact, with the same energy for every adjacent pair, that sum can be replaced for N ≥ 3 by solving one quadratic equation and raising its two roots to the power N.

## Sites, activity and interaction

Number the sites i = 0, 1, …, N−1, with i+1 taken modulo N. Each site has an occupation number nᵢ, which is 0 if the site is empty and 1 if it holds a particle. The model has two parameters:

- x is the activity, the statistical weight of one adsorbed particle. It contains the chemical potential μ and the energy ε of a particle on a site, which is negative when the site binds the particle: x = exp(β(μ − ε)) when internal degrees of freedom are ignored. Here β = 1/(k_B T), with temperature T and Boltzmann constant k_B.
- y = exp(−βw) is the Boltzmann factor of an adjacent occupied pair with interaction energy w. Attraction means y > 1, repulsion means y < 1, and y = 0 forbids neighbouring particles.

The grand partition function is

Z = Σ x^(number of particles) y^(number of adjacent occupied pairs),

summed over all occupations.

For this classical model with single occupancy and nearest-neighbour interactions only, the result gives an exact reference for a grand-canonical Monte Carlo program. The energies ε and w may themselves come from electronic-structure calculations.

## The two-root formula and its Lean form

Let r and s be the roots, with multiplicity, of

z² − (1 + xy)z + x(y − 1) = 0.

Then, for N ≥ 3,

Z = r^N + s^N.

This is `ringPartition_eq`. An occupation is a function `σ : Fin N → Fin 2`, and addition in `Fin N` wraps around, which makes the chain a ring. `particles` adds the occupation numbers. `occupiedPairs` counts distinct unordered pairs `s(i, i + 1)` with both sites occupied, and `ringPartition` is the sum Z.

The hypothesis `h` says that the quadratic equals (z − r)(z − s) for every real z, which also fixes the meaning of a double root. The theorem places no sign condition on x and y, but it does require real r and s. For x ≥ 0 these always exist, because the discriminant is

(1 + xy)² − 4x(y − 1) = (1 − xy)² + 4x ≥ 0.

The theorem `ringPartition_explicit` uses this to give Z in terms of

r₊ = (1 + xy + √((1 − xy)² + 4x))/2,
r₋ = (1 + xy − √((1 − xy)² + 4x))/2.

The condition N ≥ 3 comes from the counting of pairs. On two sites the bonds {0, 1} and {1, 0} are the same pair, so the sum is 1 + 2x + x²y, whereas r² + s² = 1 + 2x + x²y².

The model has identical sites and one layer. It does not cover longer-range interactions or two-dimensional surfaces.

## From bonds to a trace

First, the N bonds are distinct. If {i, i+1} = {j, j+1} with i ≠ j, then i = j+1 and j = i+1, so i = i+2 modulo N. This is impossible for N ≥ 3. The number of occupied pairs is therefore Σᵢ nᵢnᵢ₊₁.

Assign the activity of site i to the bond from i to i+1, and define

M(a, b) = x^a y^(ab), with a, b ∈ {0, 1}.

In rows, M = [1, 1; x, xy]. The weight of an occupation is the product of M(nᵢ, nᵢ₊₁) over all i, so

Z = Σ ∏ᵢ M(nᵢ, nᵢ₊₁).

Now write N = n+1 and leave out the bond from site n to site 0. With the end states fixed at a and b, summing over the interior sites of this open chain gives (Mⁿ)(a, b). For n = 0 there is one site, and the identity matrix expresses a = b. Adding a site at the front multiplies by M from the left:

Σ_b M(a, b)(Mⁿ)(b, c) = (Mⁿ⁺¹)(a, c).

Restoring the closing bond gives

Z = Σ_a Σ_b (Mⁿ)(a, b) M(b, a) = tr Mⁿ⁺¹ = tr M^N.

## From the trace to two powers

The matrix has

tr M = 1 + xy,
det M = xy − x = x(y − 1).

Comparing coefficients in the factorised quadratic gives r + s = tr M and rs = det M. By the Cayley–Hamilton theorem,

M² = (r + s)M − rs·1.

Multiply by M^k and take the trace. With t_k = tr M^k,

t_(k+2) = (r + s)t_(k+1) − rs·t_k, t₀ = 2, t₁ = r + s.

The sequence r^k + s^k has the same first two values and obeys the same recursion, since

(r + s)(r^(k+1) + s^(k+1)) − rs(r^k + s^k) = r^(k+2) + s^(k+2).

Hence tr M^N = r^N + s^N. No diagonalisation is needed, so a double root requires no separate treatment.

## Three sites, no interaction, and a long ring

For N = 3, direct counting gives

Z = 1 + 3x + 3x²y + x³y³.

The roots give the same polynomial:

r³ + s³ = (r + s)³ − 3rs(r + s) = (1 + xy)³ − 3x(y − 1)(1 + xy) = 1 + 3x + 3x²y + x³y³.

For y = 1 the quadratic is z² − (1 + x)z, with roots 1 + x and 0. Thus Z = (1 + x)^N, the partition function of independent Langmuir sites, which is the content of `ringPartition_langmuir`.

For x > 0 and y ≥ 0, the square root is positive and r₊ + r₋ = 1 + xy > 0, so |r₋| < r₊. Therefore

(ln Z)/N = ln r₊ + ln(1 + (r₋/r₊)^N)/N → ln r₊.

The theorem `log_ringPartition_per_site` states this limit for rings of n+3 sites as n grows.

## Evaluating the coverage in a program

For x > 0 and y ≥ 0, a program can compute r₊ from the square-root formula and then r₋ = x(y − 1)/r₊, which avoids the subtraction of the square root in the formula for r₋. When βw is small, y − 1 is better computed as expm1(−βw). The logarithm follows without forming large powers:

ln Z = N ln r₊ + log1p((r₋/r₊)^N).

This expression can still lose digits for odd N when 1 + xy is much smaller than √x, because r₋/r₊ is then close to −1 and the two powers can nearly cancel.

The coverage is θ = (x/N) ∂ln Z/∂x. Differentiating the quadratic at fixed y gives, in the long-ring limit,

θ = x(1 + y(r₊ − 1))/(r₊(r₊ − r₋)).

At y = 1 this becomes the Langmuir isotherm θ = x/(1 + x). These coverage formulas are derived here by hand; the Lean theorems concern Z and the limit of its logarithm per site.

## The complete Lean file

```lean
import Mathlib

open Finset Filter Topology

namespace RingAdsorption

noncomputable section

/-- The number of adsorbed particles in an occupation of the ring. -/
def particles {N : ℕ} (σ : Fin N → Fin 2) : ℕ := ∑ i, (σ i : ℕ)

/-- The number of unordered pairs of neighbouring sites `{i, i+1}` that are both occupied. -/
def occupiedPairs {N : ℕ} [NeZero N] (σ : Fin N → Fin 2) : ℕ :=
  ((univ.filter fun i => σ i = 1 ∧ σ (i + 1) = 1).image fun i => s(i, i + 1)).card

/-- The grand partition function of the ring, with activity `x` and
nearest-neighbour Boltzmann factor `y`. -/
def ringPartition (N : ℕ) [NeZero N] (x y : ℝ) : ℝ :=
  ∑ σ : Fin N → Fin 2, x ^ particles σ * y ^ occupiedPairs σ

/-- The transfer matrix between the occupations of neighbouring sites. -/
def transfer (x y : ℝ) : Matrix (Fin 2) (Fin 2) ℝ :=
  Matrix.of fun a b => x ^ (a : ℕ) * y ^ ((a : ℕ) * (b : ℕ))

/-- The larger root of the characteristic quadratic, for `x ≥ 0`. -/
def rootPlus (x y : ℝ) : ℝ := (1 + x * y + √((1 - x * y) ^ 2 + 4 * x)) / 2

/-- The smaller root of the characteristic quadratic, for `x ≥ 0`. -/
def rootMinus (x y : ℝ) : ℝ := (1 + x * y - √((1 - x * y) ^ 2 + 4 * x)) / 2

/-- On a ring of at least three sites the number of adjacent occupied pairs is the sum of
products of neighbouring occupation numbers. -/
theorem occupiedPairs_eq_sum {N : ℕ} [NeZero N] (hN : 3 ≤ N) (σ : Fin N → Fin 2) :
    occupiedPairs σ = ∑ i, (σ i : ℕ) * (σ (i + 1) : ℕ) := by
  have key : ∀ i : Fin N, (i + 1).val = if i.val + 1 = N then 0 else i.val + 1 := by
    intro i
    have h1 : ((1 : Fin N) : ℕ) = 1 % N := rfl
    have hi := i.isLt
    rw [Fin.val_add, h1, Nat.mod_eq_of_lt (show 1 < N by omega)]
    split_ifs with h
    · rw [h, Nat.mod_self]
    · exact Nat.mod_eq_of_lt (by omega)
  -- distinct sites start distinct bonds
  have inj : Function.Injective fun i : Fin N => s(i, i + 1) := by
    intro i j h
    rcases Sym2.eq_iff.mp h with h | ⟨h1, h2⟩
    · exact h.1
    · exfalso
      have e1 := congrArg Fin.val h1
      have e2 := congrArg Fin.val h2
      rw [key] at e1 e2
      have hi := i.isLt
      have hj := j.isLt
      split_ifs at e1 e2 <;> omega
  have hbit : ∀ a b : Fin 2, (if a = 1 ∧ b = 1 then 1 else 0) = (a : ℕ) * (b : ℕ) := by
    decide
  unfold occupiedPairs
  rw [card_image_of_injective _ inj, card_filter]
  exact sum_congr rfl fun i _ => hbit _ _

/-- Summing the bond weights of an open chain over all its states gives a power of the
transfer matrix, contracted with any function `g` of the two end states. -/
theorem open_chain_sum {S : Type*} [Fintype S] [DecidableEq S] (T : Matrix S S ℝ) (n : ℕ) :
    ∀ g : S → S → ℝ,
      ∑ σ : Fin (n + 1) → S, (∏ i : Fin n, T (σ i.castSucc) (σ i.succ)) *
        g (σ 0) (σ (Fin.last n)) = ∑ a, ∑ b, (T ^ n) a b * g a b := by
  induction n with
  | zero =>
    intro g
    have h := (Equiv.funUnique (Fin 1) S).sum_comp (fun a => g a a)
    have hR : ∑ a, ∑ b, (T ^ 0) a b * g a b = ∑ a, g a a := by
      simp [Matrix.one_apply]
    rw [hR, ← h]
    refine sum_congr rfl fun σ _ => ?_
    rw [Fin.prod_univ_zero, one_mul]
    rfl
  | succ n ih =>
    intro g
    -- split off the first site of the chain
    have split : ∀ F : (Fin (n + 2) → S) → ℝ,
        ∑ σ, F σ = ∑ τ : Fin (n + 1) → S, ∑ a : S, F (Fin.cons a τ) := by
      intro F
      rw [← (Fin.consEquiv (fun _ : Fin (n + 2) => S)).sum_comp F,
        Fintype.sum_prod_type_right]
      rfl
    refine (split _).trans ?_
    refine Eq.trans (sum_congr rfl fun τ _ => ?_)
      ((ih fun b c => ∑ a, T a b * g a c).trans ?_)
    · rw [mul_sum]
      refine sum_congr rfl fun a _ => ?_
      rw [Fin.prod_univ_succ]
      change (T a (τ 0) * ∏ i : Fin n, T (τ i.castSucc) (τ i.succ)) *
        g a (τ (Fin.last n)) = _
      ring
    · simp only [pow_succ', Matrix.mul_apply, sum_mul, mul_sum]
      refine (sum_congr rfl fun b _ => sum_comm).trans (sum_comm.trans
        (sum_congr rfl fun a _ => sum_comm.trans
          (sum_congr rfl fun c _ => sum_congr rfl fun b _ => ?_)))
      ring

/-- Summing the bond weights of a closed ring over all its states gives the trace of a
power of the transfer matrix. -/
theorem ring_sum_eq_trace {S : Type*} [Fintype S] [DecidableEq S] (T : Matrix S S ℝ)
    (n : ℕ) :
    ∑ σ : Fin (n + 1) → S, ∏ i, T (σ i) (σ (i + 1)) = (T ^ (n + 1)).trace := by
  have h := open_chain_sum T n (fun a b => T b a)
  have hR : ∑ a, ∑ b, (T ^ n) a b * T b a = (T ^ (n + 1)).trace := by
    simp only [pow_succ, Matrix.trace, Matrix.diag_apply, Matrix.mul_apply]
  rw [← hR]
  refine Eq.trans (sum_congr rfl fun σ _ => ?_) h
  -- the last bond closes the ring
  rw [Fin.prod_univ_castSucc, Fin.last_add_one]
  simp only [Fin.coeSucc_eq_succ]

/-- A two-state transfer matrix with trace `r + s` and determinant `r s` has
`r ^ n + s ^ n` as the trace of its `n`-th power. -/
theorem trace_pow_two_state (M : Matrix (Fin 2) (Fin 2) ℝ) (r s : ℝ)
    (ht : M.trace = r + s) (hd : M.det = r * s) (n : ℕ) :
    (M ^ n).trace = r ^ n + s ^ n := by
  -- Cayley-Hamilton in dimension two
  have hM : M ^ 2 = (r + s) • M - (r * s) • (1 : Matrix (Fin 2) (Fin 2) ℝ) := by
    rw [← ht, ← hd]
    ext i j
    fin_cases i <;> fin_cases j <;>
      simp [pow_two, Matrix.mul_apply, Fin.sum_univ_two, Matrix.trace_fin_two,
        Matrix.det_fin_two] <;> ring
  induction n using Nat.twoStepInduction with
  | zero => norm_num [Matrix.trace_one]
  | one => simpa using ht
  | more n ih0 ih1 =>
    rw [pow_add M n 2, hM, mul_sub, mul_smul_comm, mul_smul_comm, mul_one, ← pow_succ,
      Matrix.trace_sub, Matrix.trace_smul, Matrix.trace_smul, ih1, ih0, smul_eq_mul,
      smul_eq_mul]
    ring

/-- On a ring of `N ≥ 3` sites the grand partition function is `r ^ N + s ^ N`, where `r` and
`s` are the two roots of `z² - (1 + x y) z + x (y - 1)`. -/
theorem ringPartition_eq {N : ℕ} [NeZero N] (hN : 3 ≤ N) (x y r s : ℝ)
    (h : ∀ z : ℝ, z ^ 2 - (1 + x * y) * z + x * (y - 1) = (z - r) * (z - s)) :
    ringPartition N x y = r ^ N + s ^ N := by
  have ht : (transfer x y).trace = r + s := by
    simp [transfer, Matrix.trace_fin_two]
    linear_combination h 0 - h 1
  have hd : (transfer x y).det = r * s := by
    simp [transfer, Matrix.det_fin_two]
    linear_combination h 0
  rw [← trace_pow_two_state _ r s ht hd N]
  -- the weight of an occupation is a product over bonds
  have hw : ringPartition N x y =
      ∑ σ : Fin N → Fin 2, ∏ i, transfer x y (σ i) (σ (i + 1)) := by
    refine sum_congr rfl fun σ _ => ?_
    rw [occupiedPairs_eq_sum hN, particles, ← prod_pow_eq_pow_sum, ← prod_pow_eq_pow_sum,
      ← prod_mul_distrib]
    rfl
  rw [hw]
  obtain ⟨n, rfl⟩ : ∃ n, N = n + 1 := ⟨N - 1, by omega⟩
  exact ring_sum_eq_trace (transfer x y) n

/-- Without interaction between neighbours (`y = 1`) the grand partition function is the
Langmuir form `(1 + x) ^ N`. -/
theorem ringPartition_langmuir {N : ℕ} [NeZero N] (hN : 3 ≤ N) (x : ℝ) :
    ringPartition N x 1 = (1 + x) ^ N := by
  rw [ringPartition_eq hN x 1 (1 + x) 0 (fun z => by ring),
    zero_pow (by omega), add_zero]

/-- For `x ≥ 0` and `N ≥ 3` the grand partition function is the sum of the `N`-th powers of the two
explicit real roots. -/
theorem ringPartition_explicit {N : ℕ} [NeZero N] (hN : 3 ≤ N) {x : ℝ} (hx : 0 ≤ x)
    (y : ℝ) : ringPartition N x y = rootPlus x y ^ N + rootMinus x y ^ N := by
  refine ringPartition_eq hN x y _ _ fun z => ?_
  have hs := Real.sq_sqrt (show 0 ≤ (1 - x * y) ^ 2 + 4 * x by positivity)
  unfold rootPlus rootMinus
  linear_combination (1 / 4) * hs

/-- For `x > 0` and `y ≥ 0`, as the ring grows, the logarithm of the grand partition function per
site tends to the logarithm of the larger root. -/
theorem log_ringPartition_per_site {x y : ℝ} (hx : 0 < x) (hy : 0 ≤ y) :
    Tendsto (fun n : ℕ => Real.log (ringPartition (n + 3) x y) / ((n : ℝ) + 3)) atTop
      (𝓝 (Real.log (rootPlus x y))) := by
  have hS : 0 < √((1 - x * y) ^ 2 + 4 * x) := Real.sqrt_pos.mpr (by positivity)
  have hxy : 0 ≤ x * y := mul_nonneg hx.le hy
  have ha : 0 < rootPlus x y := by unfold rootPlus; linarith
  have hab : |rootMinus x y| < rootPlus x y := by
    rw [abs_lt]
    unfold rootPlus rootMinus
    constructor <;> linarith
  have hZ : ∀ n : ℕ, ringPartition (n + 3) x y =
      rootPlus x y ^ (n + 3) + rootMinus x y ^ (n + 3) :=
    fun n => ringPartition_explicit (by omega) hx.le y
  generalize rootPlus x y = a at ha hab hZ ⊢
  generalize rootMinus x y = b at hab hZ
  have hq : |b / a| < 1 := by
    rw [abs_div, abs_of_pos ha, div_lt_one ha]
    exact hab
  -- the smaller root contributes a vanishing correction
  have hpow : Tendsto (fun n : ℕ => (b / a) ^ (n + 3)) atTop (𝓝 0) :=
    (tendsto_pow_atTop_nhds_zero_of_abs_lt_one hq).comp (tendsto_add_atTop_nat 3)
  have hlog : Tendsto (fun n : ℕ => Real.log (1 + (b / a) ^ (n + 3))) atTop (𝓝 0) := by
    have h := (hpow.const_add 1).log (by norm_num)
    rwa [add_zero, Real.log_one] at h
  have hden : Tendsto (fun n : ℕ => (n : ℝ) + 3) atTop atTop :=
    tendsto_atTop_add_const_right _ 3 tendsto_natCast_atTop_atTop
  have hlim := (hlog.div_atTop hden).const_add (Real.log a)
  rw [add_zero] at hlim
  refine hlim.congr fun n => ?_
  have hn : (n : ℝ) + 3 ≠ 0 := by positivity
  have hlt : |(b / a) ^ (n + 3)| < 1 := by
    rw [abs_pow]
    exact pow_lt_one₀ (abs_nonneg _) hq (by omega)
  have hpos : 0 < 1 + (b / a) ^ (n + 3) := by linarith [(abs_lt.mp hlt).1]
  have hfac : a ^ (n + 3) + b ^ (n + 3) = a ^ (n + 3) * (1 + (b / a) ^ (n + 3)) := by
    rw [div_pow, mul_add, mul_one, mul_div_cancel₀ _ (pow_pos ha _).ne']
  rw [hZ, hfac, Real.log_mul (pow_pos ha _).ne' hpos.ne', Real.log_pow]
  push_cast
  rw [add_div, mul_div_cancel_left₀ _ hn]

end

end RingAdsorption
```

```lean
#print axioms RingAdsorption.ringPartition_langmuir
-- 'RingAdsorption.ringPartition_langmuir' depends on axioms: [propext, Classical.choice, Quot.sound]
#print axioms RingAdsorption.ringPartition_explicit
-- 'RingAdsorption.ringPartition_explicit' depends on axioms: [propext, Classical.choice, Quot.sound]
#print axioms RingAdsorption.log_ringPartition_per_site
-- 'RingAdsorption.log_ringPartition_per_site' depends on axioms: [propext, Classical.choice, Quot.sound]
```

## How the Lean proof follows the derivation

`occupiedPairs_eq_sum` handles the counting. Its local statement `key` describes the wrap-around of i+1, and `inj` proves that different sites start different bonds. The equality of unordered pairs splits into two cases; `omega` rules out the reversed one using N ≥ 3. Injectivity then lets the proof count sites instead of pairs, and `hbit` checks that the product of two occupation numbers is the indicator of both being 1.

`open_chain_sum` is the open-chain induction for any finite set of site states. It carries an arbitrary function `g` of the two end states, so that the closing bond can be inserted later. In the induction step, `split` separates the first site from the rest. The induction hypothesis is then applied to a new end function in which the first site has already been summed over. Exchanging the finite sums produces the next matrix power.

`ring_sum_eq_trace` chooses `g` to be the closing bond, `T b a`. `Fin.prod_univ_castSucc` separates the last factor from the ring product, and `Fin.last_add_one` identifies the site after the last one as site 0.

`trace_pow_two_state` proves the Cayley–Hamilton identity entry by entry. `Nat.twoStepInduction` then matches the two-term recursion: it checks powers 0 and 1 and derives each later trace from the previous two.

`ringPartition_eq` joins these results. Evaluating `h` at z = 0 gives the product of the roots, and combining the values at z = 0 and z = 1 gives their sum. The step `hw` rewrites each occupation's weight as a product over bonds, after which the trace theorem applies.

The remaining theorems are consequences. `ringPartition_langmuir` supplies the roots 1 + x and 0. `ringPartition_explicit` verifies the factorisation using the square of the square root. In `log_ringPartition_per_site`, `hab` establishes |r₋| < r₊, `hpow` shows that the power of their ratio tends to zero, and `hfac` factors out the larger root before the logarithm is taken.
